# Half-turns about y and z are different rotations that both reverse the x direction

The half-turns about the z and y axes of real three-dimensional space both reverse the x direction, so a rotation taking that direction to its opposite is not unique. The theorem states that both matrices are orthogonal with determinant one, that both send the unit vector (1, 0, 0) to (−1, 0, 0), that both have trace 1 + 2(−1) = −1, and that they are different. The attempt splits this into nine goals and tries to settle the first eight by computing with the explicit matrix entries, which fails for the two traces. For the last goal, it supposes the matrices equal and compares their middle diagonal entries, which are −1 and 1.

The first attempt, which Lean rejects:

```lean
import Mathlib

open Matrix

namespace AntiparallelNotUnique

noncomputable section

/-- A rotation of three-dimensional space: a real orthogonal matrix of determinant one. -/
def IsRotation (Q : Matrix (Fin 3) (Fin 3) ℝ) : Prop := Qᵀ * Q = 1 ∧ Q.det = 1

/-- The half-turn about the z axis. -/
def halfTurnZ : Matrix (Fin 3) (Fin 3) ℝ := !![-1, 0, 0; 0, -1, 0; 0, 0, 1]

/-- The half-turn about the y axis. -/
def halfTurnY : Matrix (Fin 3) (Fin 3) ℝ := !![-1, 0, 0; 0, 1, 0; 0, 0, -1]

/-- The half-turns about z and y are different rotations that both reverse the x direction, and
both have trace `1 + 2 (-1)`. -/
theorem antiparallel_not_unique :
    (IsRotation halfTurnZ ∧ halfTurnZ *ᵥ ![1, 0, 0] = ![-1, 0, 0] ∧
      halfTurnZ.trace = 1 + 2 * (-1)) ∧
    (IsRotation halfTurnY ∧ halfTurnY *ᵥ ![1, 0, 0] = ![-1, 0, 0] ∧
      halfTurnY.trace = 1 + 2 * (-1)) ∧ halfTurnZ ≠ halfTurnY := by
  refine ⟨⟨⟨?_, ?_⟩, ?_, ?_⟩, ⟨⟨?_, ?_⟩, ?_, ?_⟩, ?_⟩
  · ext i j
    fin_cases i <;> fin_cases j <;> simp [halfTurnZ, Matrix.mul_apply, Fin.sum_univ_three]
  · simp [halfTurnZ, Matrix.det_fin_three]
  · ext i
    fin_cases i <;> simp [halfTurnZ, Matrix.mulVec, dotProduct, Fin.sum_univ_three]
  · norm_num [halfTurnZ, Matrix.trace_fin_three]
  · ext i j
    fin_cases i <;> fin_cases j <;> simp [halfTurnY, Matrix.mul_apply, Fin.sum_univ_three]
  · simp [halfTurnY, Matrix.det_fin_three]
  · ext i
    fin_cases i <;> simp [halfTurnY, Matrix.mulVec, dotProduct, Fin.sum_univ_three]
  · norm_num [halfTurnY, Matrix.trace_fin_three]
  · intro h
    have h11 := congrFun (congrFun h 1) 1
    norm_num [halfTurnZ, halfTurnY] at h11

end

end AntiparallelNotUnique
```

Compiling this gives:

```
Main.lean:31:2: error: unsolved goals
case refine_4
⊢ -2 + vecCons (![-1, 0, 0] 2) (fun i => vecCons (![0, -1, 0] 2) (fun i => ![0, 0, 1] 2) i) 2 = -1
Main.lean:37:2: error: unsolved goals
case refine_8
⊢ vecCons (![-1, 0, 0] 2) (fun i => vecCons (![0, 1, 0] 2) (fun i => ![0, 0, -1] 2) i) 2 = -1
```

Both errors are in the trace goals. `Matrix.trace_fin_three` turns the trace into a sum of three diagonal entries, and `norm_num` evaluates the first two, which add up to −2 for `halfTurnZ` and to 0 for `halfTurnY`. The third entry stays as a `vecCons` expression applied to the index `2`. The column index has been moved inside the rows, but the entry is never picked out. Mathlib has ordinary simp lemmas for reading a vector at `0` and `1`, while an index such as `2` is handled by a simplification procedure that `simp` runs and `norm_num` does not. The equations left over are true, since the missing entries are 1 and −1.

The repair first rewrites with `Matrix.trace_fin_three` alone. Then `change` restates the goal with the three diagonal entries written as numbers. Lean accepts this because the matrix entries reduce to those numbers by definition, so no simplification lemma has to read them off. Only arithmetic is left, and `norm_num` proves it.

Fix (accepted with no message):

```diff
@@ -29,5 +29,7 @@
   · ext i
     fin_cases i <;> simp [halfTurnZ, Matrix.mulVec, dotProduct, Fin.sum_univ_three]
-  · norm_num [halfTurnZ, Matrix.trace_fin_three]
+  · rw [Matrix.trace_fin_three]
+    change (-1 : ℝ) + -1 + 1 = 1 + 2 * (-1)
+    norm_num
   · ext i j
     fin_cases i <;> fin_cases j <;> simp [halfTurnY, Matrix.mul_apply, Fin.sum_univ_three]
@@ -35,5 +37,7 @@
   · ext i
     fin_cases i <;> simp [halfTurnY, Matrix.mulVec, dotProduct, Fin.sum_univ_three]
-  · norm_num [halfTurnY, Matrix.trace_fin_three]
+  · rw [Matrix.trace_fin_three]
+    change (-1 : ℝ) + 1 + -1 = 1 + 2 * (-1)
+    norm_num
   · intro h
     have h11 := congrFun (congrFun h 1) 1
```
